# Lumped mass puts each sampled box mode below $(k\pi)^2$, consistent mass above

Divide the unit interval by $N$ interior nodes with spacing $h=1/(N+1)$. For $1\le k\le N$, the standing wave $\sin(k\pi x)$ sampled at these nodes is a nonzero solution of two matrix eigenvalue problems, $Kv=E_kMv$ and $Kv=L_k(hI)v$, and

$$L_k<(k\pi)^2<E_k .$$

Here $K=\mathrm{tridiag}(-1,2,-1)/h$ is the stiffness matrix, $M=h\,\mathrm{tridiag}(1,4,1)/6$ the consistent mass matrix, and $hI$ the lumped one.

The physical problem is one particle in a box with hard walls, $-u''=Eu$ with $u(0)=u(1)=0$, in units where $\hbar^2/2m=1$. Its exact energies are $(k\pi)^2$. Expanding $u$ in piecewise linear hat functions gives $K$ as the kinetic-energy matrix and $M$ as the overlap matrix, which quantum chemists usually call $S$. For finite-element electronic structure, the result shows in this non-interacting, one-dimensional case that simplifying the overlap matrix can turn a Rayleigh-Ritz upper bound into a lower one.

## The box and its two mass matrices

The code defines the matrices by their entries. That these entries are the hat-function integrals $\int\phi_i'\phi_j'$ and $\int\phi_i\phi_j$ is the step from the Lean model to the box; it is a standard computation and is not proved here.

```lean
import Mathlib

open Matrix
open scoped Real

namespace ConsistentLumpedMass

noncomputable section

/-- The mesh width of the unit interval with `N` interior nodes. -/
def spacing (N : ℕ) : ℝ := 1 / ((N : ℝ) + 1)

/-- The `N` by `N` matrix with `a` on the diagonal and `b` on both neighbouring diagonals. -/
def tridiag (N : ℕ) (a b : ℝ) : Matrix (Fin N) (Fin N) ℝ :=
  Matrix.of fun i j => (if (i : ℕ) = j then a else 0) +
    (if (i : ℕ) + 1 = j then b else 0) + (if (j : ℕ) + 1 = i then b else 0)

/-- The stiffness matrix `tridiag(-1, 2, -1) / h`. -/
def stiffness (N : ℕ) : Matrix (Fin N) (Fin N) ℝ :=
  tridiag N (2 / spacing N) (-1 / spacing N)

/-- The consistent mass matrix `h tridiag(1, 4, 1) / 6`. -/
def mass (N : ℕ) : Matrix (Fin N) (Fin N) ℝ :=
  tridiag N (4 * spacing N / 6) (spacing N / 6)

/-- The lumped mass matrix, `h` times the identity. -/
def lumpedMass (N : ℕ) : Matrix (Fin N) (Fin N) ℝ :=
  Matrix.diagonal fun _ => spacing N
```

The phase per site is $\theta=k\pi h$, called `phase`. The type `Fin N` counts from 0, so entry $j$ of `mode N k` belongs to node $j+1$ and equals $\sin((j+1)\theta)$. Writing $\sin(j\theta)$ there is a natural mistake when copying the formula $\sin(jk\pi h)$, whose $j$ starts at 1: the first entry would then be the wall value 0, and for $N=1$ the whole vector would vanish. The vector is not normalised, which does not affect the energies.

```lean
/-- The phase `k π h` that the `k`-th standing wave gains from one node to the next. -/
def phase (N k : ℕ) : ℝ := k * π * spacing N

/-- The `k`-th standing wave sampled at the interior nodes. -/
def mode (N k : ℕ) : Fin N → ℝ :=
  fun j => Real.sin ((((j : ℕ) + 1 : ℕ) : ℝ) * phase N k)

/-- The energy of the `k`-th mode with the consistent mass; its denominator is positive. -/
def consistentEnergy (N k : ℕ) : ℝ :=
  6 * (1 - Real.cos (phase N k)) / (spacing N ^ 2 * (2 + Real.cos (phase N k)))

/-- The energy of the `k`-th mode with the lumped mass; its denominator is positive. -/
def lumpedEnergy (N k : ℕ) : ℝ :=
  2 * (1 - Real.cos (phase N k)) / spacing N ^ 2
```

## Zero amplitude at both walls

**Meaning.** The wave function vanishes at nodes $0$ and $N+1$. These nodes carry no unknowns, so the matrices have no rows for them.

**By hand.** Let $T$ have $a$ on its diagonal and $b$ beside it, and let $f_0=f_{N+1}=0$. At every node $n=1,\dots,N$,

$$(Tf)_n=af_n+b(f_{n-1}+f_{n+1}),$$

because the neighbours missing from the first and last rows are zero anyway. For $f_n=\sin n\theta$, the addition formulas give

$$\sin((n-1)\theta)+\sin((n+1)\theta)=2\cos\theta\,\sin n\theta ,$$

so $Tv=(a+2b\cos\theta)v$. The sine vanishes at $n=0$, and at $n=N+1$ because $(N+1)\theta=k\pi$. The choice $h=1/(N+1)$ enters here: with $h=1/N$ the wave would miss the far wall for $1\le k<N$.

Inserting the entries of $K$ and $M$ gives

$$Kv=\frac{2(1-\cos\theta)}{h}\,v,\qquad Mv=\frac{h(2+\cos\theta)}{3}\,v,$$

and therefore

$$E_k=\frac{6(1-\cos\theta)}{h^2(2+\cos\theta)},\qquad L_k=\frac{2(1-\cos\theta)}{h^2}.$$

**In the proof.** The wall conditions are `h0` and `hN` in `tridiag_mulVec`. The lemma splits the matrix-vector product into three sums, one per diagonal, each with at most one surviving term. `hN` is used where the right neighbour of the last node is missing, `h0` where the left neighbour of the first node is. Then `tridiag_mode` supplies the sine, checks both walls and applies the addition formulas; its `hw` is the identity $(N+1)\theta=k\pi$.

**Without it.** For constant samples $f_n=1$ the stencil gives $a+2b$ at every node, but the first row of the matrix gives $a+b$, or just $a$ if $N=1$. Some condition at the walls is therefore needed when $b\ne0$.

```lean
/-- The mesh width is positive. -/
theorem spacing_pos (N : ℕ) : 0 < spacing N := by
  unfold spacing
  positivity

/-- On samples of a function that vanishes at both walls, a tridiagonal matrix acts as a
three-point stencil. -/
theorem tridiag_mulVec {N : ℕ} (a b : ℝ) (f : ℕ → ℝ) (h0 : f 0 = 0) (hN : f (N + 1) = 0)
    (i : Fin N) : (tridiag N a b *ᵥ fun j => f ((j : ℕ) + 1)) i =
      a * f ((i : ℕ) + 1) + b * (f i + f ((i : ℕ) + 1 + 1)) := by
  obtain ⟨i, hi⟩ := i
  have e1 : ∑ j ∈ Finset.range N, (if i = j then a else 0) * f (j + 1) = a * f (i + 1) := by
    rw [Finset.sum_eq_single i]
    · rw [if_pos rfl]
    · intro j _ hj
      rw [if_neg hj.symm, zero_mul]
    · intro hn
      exact absurd (Finset.mem_range.mpr hi) hn
  -- the right neighbour of the last node is the wall
  have e2 : ∑ j ∈ Finset.range N, (if i + 1 = j then b else 0) * f (j + 1)
      = b * f (i + 1 + 1) := by
    rw [Finset.sum_eq_single (i + 1)]
    · rw [if_pos rfl]
    · intro j _ hj
      rw [if_neg hj.symm, zero_mul]
    · intro hn
      rw [Finset.mem_range] at hn
      have hf : f (i + 1 + 1) = 0 := by
        rw [show i + 1 = N by omega]
        exact hN
      rw [hf, mul_zero]
  -- the left neighbour of the first node is the other wall
  have e3 : ∑ j ∈ Finset.range N, (if j + 1 = i then b else 0) * f (j + 1) = b * f i := by
    rcases i with _ | m
    · simp [h0]
    · rw [Finset.sum_eq_single m]
      · rw [if_pos rfl]
      · intro j _ hj
        rw [if_neg (by omega), zero_mul]
      · intro hn
        exact absurd (Finset.mem_range.mpr (by omega)) hn
  have e : (tridiag N a b *ᵥ fun j => f ((j : ℕ) + 1)) ⟨i, hi⟩ =
      ∑ j ∈ Finset.range N, ((if i = j then a else 0) + (if i + 1 = j then b else 0) +
        (if j + 1 = i then b else 0)) * f (j + 1) :=
    Fin.sum_univ_eq_sum_range (fun j => ((if i = j then a else 0) +
      (if i + 1 = j then b else 0) + (if j + 1 = i then b else 0)) * f (j + 1)) N
  rw [e]
  simp only [add_mul, Finset.sum_add_distrib]
  rw [e1, e2, e3]
  ring

/-- Each sampled standing wave is mapped by every such tridiagonal matrix to
`a + 2 b cos(k π h)` times itself. -/
theorem tridiag_mode (N k : ℕ) (a b : ℝ) :
    tridiag N a b *ᵥ mode N k = (a + 2 * b * Real.cos (phase N k)) • mode N k := by
  have hw : ((N + 1 : ℕ) : ℝ) * phase N k = k * π := by
    have : (N : ℝ) + 1 ≠ 0 := by positivity
    unfold phase spacing
    push_cast
    field_simp
  ext i
  refine (tridiag_mulVec a b (fun n => Real.sin ((n : ℝ) * phase N k)) (by simp)
    (by simp only [hw, Real.sin_nat_mul_pi]) i).trans ?_
  simp only [Pi.smul_apply, smul_eq_mul, mode]
  have e1 : ((i : ℕ) : ℝ) * phase N k
      = (((i : ℕ) + 1 : ℕ) : ℝ) * phase N k - phase N k := by push_cast; ring
  have e2 : (((i : ℕ) + 1 + 1 : ℕ) : ℝ) * phase N k
      = (((i : ℕ) + 1 : ℕ) : ℝ) * phase N k + phase N k := by push_cast; ring
  rw [e1, e2, Real.sin_sub, Real.sin_add]
  ring
```

## A mode number from 1 to N

**Meaning.** The condition $1\le k$ excludes $k=0$, whose samples form the zero vector and represent no state. The condition $k\le N$ keeps the wave within what the mesh can resolve: its half wavelength $1/k$ is longer than the spacing.

**By hand.** Since $0<k<N+1$, the phase satisfies $0<\theta<\pi$. Hence $\sin\theta>0$, the amplitude at the first node is nonzero, and so is $v$.

**In the proof.** `phase_mem` obtains $0<\theta$ from `hk` and $\theta<\pi$ from `hkN`. The main theorem uses both to show that the vector is nonzero and to prove the two energy bounds.

**Without it.** For $k=0$ the vector is zero and $L_0=E_0=0$, so both strict inequalities fail as well. For $k=N+1$ every node sits on a zero of the wave and the vector vanishes again, so $k\le N$ cannot be relaxed to $k\le N+1$. Further up, the upper bound can fail too: for $N=1$ and $k=3$ the formula gives $E_3=12$, far below $9\pi^2\approx88.8$.

```lean
/-- For `1 ≤ k ≤ N` the phase per site lies strictly between `0` and `π`. -/
theorem phase_mem {N k : ℕ} (hk : 1 ≤ k) (hkN : k ≤ N) : 0 < phase N k ∧ phase N k < π := by
  have h1 : (0 : ℝ) < k := by exact_mod_cast hk
  have h2 : (k : ℝ) < N + 1 := by exact_mod_cast Nat.lt_succ_of_le hkN
  refine ⟨mul_pos (mul_pos h1 Real.pi_pos) (spacing_pos N), ?_⟩
  unfold phase spacing
  rw [mul_one_div, div_lt_iff₀ (by positivity)]
  linarith [mul_lt_mul_of_pos_right h2 Real.pi_pos]
```

## A phase per site of at most π

**Meaning.** The upper bound compares the discrete dispersion relation with the continuous one, $\theta^2/h^2=(k\pi)^2$. It is needed for all phases up to $\pi$, not only for long waves, so comparing the leading terms at small $\theta$, without control of the remainder, would not suffice.

**By hand.** After multiplication by $h^2(2+\cos\theta)>0$, the claim $(k\pi)^2<E_k$ reads

$$\theta^2(2+\cos\theta)<6(1-\cos\theta).$$

Put $x=\theta/4$ and $s=\sin2x$, so that $\cos\theta=1-2s^2$. The claim becomes $12x^2<s^2(3+8x^2)$. From $\theta\le\pi$ we get $3x^2\le3\pi^2/16<2$. Now

$$s(1+x^2)-2x=2(\sin x-x\cos x)(\cos x-x\sin x).$$

The first factor is nonnegative because $\tan x\ge x$. The second is nonnegative because $x\sin x\le x^2\le1-x^2/2\le\cos x$, where the middle step uses $3x^2<2$. So $2x\le s(1+x^2)$, and squaring gives

$$12x^2\le3s^2(1+x^2)^2<s^2(3+8x^2).$$

The last step holds because $3(1+x^2)^2=3+6x^2+3x^4$ and $3x^4<2x^2$, and because $s>0$ for $0<2x\le\pi/2$.

**In the proof.** `dispersion_bound` calls the phase `t`. Its `hx2` is $3x^2<2$, `h1` and `h2` are the signs of the two factors, `h3` is the bound on $s$, and `h5` is the final polynomial comparison. The closing `nlinarith` combines them after `h7` has rewritten the cosine.

**Without it.** At $t=2\pi$ the left side is $12\pi^2$ and the right side is 0, so some upper limit on positive phases is needed. At $t=0$ both sides are 0, which shows that $t\ne0$ is needed; negative phases behave like positive ones, since both sides are even.

```lean
/-- For a phase `0 < t ≤ π`, the dispersion inequality `t² (2 + cos t) < 6 (1 - cos t)`. -/
theorem dispersion_bound {t : ℝ} (h0 : 0 < t) (hpi : t ≤ π) :
    t ^ 2 * (2 + Real.cos t) < 6 * (1 - Real.cos t) := by
  obtain ⟨x, rfl⟩ : ∃ x, t = 4 * x := ⟨t / 4, by ring⟩
  have hx : 0 < x := by linarith
  have hx2 : 3 * x ^ 2 < 2 := by nlinarith [Real.pi_lt_d2]
  have hcos := Real.one_sub_sq_div_two_le_cos (x := x)
  have hc : 0 < Real.cos x := by linarith
  -- a quarter of the phase is at most its tangent
  have h1 : x * Real.cos x ≤ Real.sin x := by
    have h := Real.le_tan hx.le (by linarith)
    rwa [Real.tan_eq_sin_div_cos, le_div_iff₀ hc] at h
  have h2 : x * Real.sin x ≤ Real.cos x := by
    have h := mul_le_mul_of_nonneg_left (Real.sin_le hx.le) hx.le
    nlinarith
  have h3 : 2 * x ≤ Real.sin (2 * x) * (1 + x ^ 2) := by
    have e : Real.sin (2 * x) * (1 + x ^ 2) - 2 * x =
        2 * ((Real.sin x - x * Real.cos x) * (Real.cos x - x * Real.sin x)) := by
      rw [Real.sin_two_mul]
      linear_combination 2 * x * Real.sin_sq_add_cos_sq x
    linarith [mul_nonneg (sub_nonneg.2 h1) (sub_nonneg.2 h2)]
  have h4 := pow_le_pow_left₀ (by positivity) h3 2
  have hS : 0 < Real.sin (2 * x) :=
    Real.sin_pos_of_pos_of_lt_pi (by linarith) (by linarith)
  have h5 : 3 * (1 + x ^ 2) ^ 2 < 3 + 8 * x ^ 2 := by
    nlinarith [mul_pos (pow_pos hx 2) (sub_pos.2 hx2)]
  have h6 := mul_lt_mul_of_pos_left h5 (pow_pos hS 2)
  have h7 : Real.cos (4 * x) = 1 - 2 * Real.sin (2 * x) ^ 2 := by
    rw [show 4 * x = 2 * (2 * x) by ring, Real.cos_two_mul, Real.cos_sq']
    ring
  rw [h7]
  nlinarith
```

## The two bounds together

The theorem `energy_bracket` takes only `hk` and `hkN` and states five facts: the vector is nonzero, it solves the consistent problem, it solves the lumped problem, $L_k<(k\pi)^2$, and $(k\pi)^2<E_k$. The symbol `*ᵥ` applies a matrix to a vector, and `•` multiplies a vector by a number. The statement concerns each sampled wave separately and says nothing about whether these waves exhaust the spectra.

The proof handles the five facts in that order. The two eigenvalue equations follow from `tridiag_mode` and algebra with the nonzero denominators. For the lumped bound, the derivation by hand is

$$1-\cos\theta=2\sin^2(\theta/2)<\theta^2/2,\qquad\text{so}\qquad L_k<\theta^2/h^2=(k\pi)^2 .$$

In the code, `hs` and `hs'` provide $0<\sin(\theta/2)<\theta/2$, which is what squaring requires, and `hc` is the half-angle identity. The last fact is `dispersion_bound` with the denominator restored.

```lean
/-- For `1 ≤ k ≤ N` the sampled standing wave is a nonzero solution of both eigenvalue problems;
its lumped energy lies below `(k π)²` and its consistent energy above. -/
theorem energy_bracket {N k : ℕ} (hk : 1 ≤ k) (hkN : k ≤ N) :
    mode N k ≠ 0 ∧
    stiffness N *ᵥ mode N k = consistentEnergy N k • (mass N *ᵥ mode N k) ∧
    stiffness N *ᵥ mode N k = lumpedEnergy N k • (lumpedMass N *ᵥ mode N k) ∧
    lumpedEnergy N k < (k * π) ^ 2 ∧ (k * π) ^ 2 < consistentEnergy N k := by
  obtain ⟨hp, hp'⟩ := phase_mem hk hkN
  have hh := spacing_pos N
  have hh' := hh.ne'
  have hd : 0 < 2 + Real.cos (phase N k) := by linarith [Real.neg_one_le_cos (phase N k)]
  have hd' := hd.ne'
  refine ⟨fun hz => ?_, ?_, ?_, ?_, ?_⟩
  · -- the first node already has a nonzero amplitude
    have h : Real.sin (((0 + 1 : ℕ) : ℝ) * phase N k) = 0 := congrFun hz ⟨0, by omega⟩
    rw [zero_add, Nat.cast_one, one_mul] at h
    exact (Real.sin_pos_of_pos_of_lt_pi hp hp').ne' h
  · rw [stiffness, mass, tridiag_mode, tridiag_mode, smul_smul]
    congr 1
    unfold consistentEnergy
    field_simp
    ring
  · have e : 2 / spacing N + 2 * (-1 / spacing N) * Real.cos (phase N k)
        = lumpedEnergy N k * spacing N := by
      unfold lumpedEnergy
      field_simp
      ring
    rw [stiffness, tridiag_mode, e]
    ext i
    simp only [lumpedMass, Pi.smul_apply, smul_eq_mul, Matrix.mulVec_diagonal]
    ring
  · have hs := Real.sin_lt (half_pos hp)
    have hs' := Real.sin_pos_of_pos_of_lt_pi (half_pos hp) (by linarith)
    have hc : Real.cos (phase N k) = 1 - 2 * Real.sin (phase N k / 2) ^ 2 := by
      have h := Real.cos_two_mul (phase N k / 2)
      rw [Real.cos_sq', mul_div_cancel₀ _ (two_ne_zero)] at h
      linarith
    have e : (k * π) ^ 2 * spacing N ^ 2 = phase N k ^ 2 := by unfold phase; ring
    rw [lumpedEnergy, div_lt_iff₀ (by positivity), e, hc]
    nlinarith
  · have e : (k * π) ^ 2 * (spacing N ^ 2 * (2 + Real.cos (phase N k)))
        = phase N k ^ 2 * (2 + Real.cos (phase N k)) := by
      rw [show phase N k ^ 2 = (k * π) ^ 2 * spacing N ^ 2 by unfold phase; ring]
      ring
    rw [consistentEnergy, lt_div_iff₀ (by positivity), e]
    exact dispersion_bound hp hp'.le

end

end ConsistentLumpedMass
```

```lean
#print axioms ConsistentLumpedMass.energy_bracket
```

```
'ConsistentLumpedMass.energy_bracket' depends on axioms: [propext, Classical.choice, Quot.sound]
```

## Two interior nodes in numbers

For this box, the finite-element calculation with consistent mass assembles $K$ and $M$ and solves a generalised eigenvalue problem. Lumping replaces $M$ by $hI$, which leaves the ordinary eigenvalue problem of $K/h$, the three-point finite-difference Hamiltonian.

For $N=2$ and $h=1/3$, the sampled waves are proportional to $(1,1)$ and $(1,-1)$:

| $k$ | lumped $L_k$ | exact $(k\pi)^2$ | consistent $E_k$ |
|---|---|---|---|
| 1 | 9 | 9.87 | 10.8 |
| 2 | 27 | 39.48 | 54 |

Both calculations use the same $K$ and the same vectors. Only the overlap matrix differs, and with it the side from which the energy approximates the exact value.
